# Momentum on an interval with a twisted boundary condition: symmetry and allowed plane waves

On an interval $[0,L]$ with no boundary condition, the operator $-i\,d/dx$ can give an imaginary mean momentum. For $f(x)=e^{\kappa x}$ with real $\kappa\neq0$, the normalised expectation value is $-i\kappa$. Such an operator cannot represent an observable.

The condition $f(L)=e^{i\theta}f(0)$, with one real angle $\theta$ for all wavefunctions, removes this defect for continuously differentiable functions. In a crystal of period $L$, $\theta$ is the Bloch phase $kL$, where $k$ is the crystal momentum. On a ring threaded by magnetic flux, it is the phase left after the vector potential has been gauged away. For one particle in one dimension, the results below give the momenta available at a single $k$-point of a periodic simulation cell.

## Overlap, momentum and twist

Wavefunctions are maps from the whole line to $\mathbb{C}$, but for $L>0$ the overlap and the twist use only their values on $[0,L]$. The theorems that assume continuous differentiability ask for it on the whole line. This loses nothing, because every function that is continuously differentiable on $[0,L]$, with one-sided derivatives at the ends, extends to such a function. In the code `I` is the imaginary unit and `conj` is complex conjugation.

In Lean 4 with Mathlib:

```lean
import Mathlib

open ComplexConjugate
open Complex (I)

namespace TwistedMomentum

noncomputable section
```

The overlap is conjugate-linear in its first argument:
$$\langle f,g\rangle=\int_0^L \overline{f(x)}\,g(x)\,dx .$$

```lean
/-- The overlap `⟨f, g⟩` of two wavefunctions on the interval from `0` to `L`. -/
def overlap (L : ℝ) (f g : ℝ → ℂ) : ℂ := ∫ x in (0 : ℝ)..L, conj (f x) * g x
```

With $\hbar=1$, momentum acts as $Pf=-if'$.

```lean
/-- The momentum operator `-i d/dx` (with `ħ = 1`), for differentiable wavefunctions. -/
def momentum (f : ℝ → ℂ) : ℝ → ℂ := fun x => -I * deriv f x
```

The twist constrains only the two end values of $f$, not its derivative.

```lean
/-- The twisted boundary condition `f(L) = exp(iθ) f(0)`. -/
def IsTwisted (L θ : ℝ) (f : ℝ → ℂ) : Prop := f L = Complex.exp (I * θ) * f 0
```

The plane wave $e_p(x)=e^{ipx}$ is allowed a complex $p$, so that real momenta are a result and not an assumption. It is unnormalised; for real $p$ and $L>0$ the normalised state is $e_p/\sqrt L$.

```lean
/-- The plane wave `exp(ipx)` with complex momentum `p`. -/
def planeWave (p : ℂ) : ℝ → ℂ := fun x => Complex.exp (I * p * x)
```

## Symmetry from a cancelling boundary term

Since $\theta$ is real, $\overline{e^{i\theta}}\,e^{i\theta}=e^{-i\theta}e^{i\theta}=1$.

```lean
/-- The twist `exp(iθ)` with real `θ` is a pure phase. -/
theorem phase_unitary (θ : ℝ) :
    conj (Complex.exp (I * θ)) * Complex.exp (I * θ) = 1 := by
  rw [← Complex.exp_conj, ← Complex.exp_add]
  simp
```

For any continuously differentiable $f$ and $g$, conjugation turns $-if'$ into $i\overline{f'}$, so
$$\overline f\,(-ig')-\overline{(-if')}\,g=-i\left(\overline f\,g'+\overline{f'}\,g\right)=-i\,\frac{d}{dx}\left(\overline f\,g\right).$$
Integrating from $0$ to $L$ gives
$$\langle f,Pg\rangle-\langle Pf,g\rangle=-i\left(\overline{f(L)}\,g(L)-\overline{f(0)}\,g(0)\right).$$
In the proof, `hd` is the product rule and `hftc` the fundamental theorem of calculus. The continuity statements supply integrability, and the last lines compare the integrands.

```lean
/-- For continuously differentiable wavefunctions, the failure of the momentum operator to be
symmetric is a boundary term. -/
theorem boundary_term (L : ℝ) {f g : ℝ → ℂ} (hf : ContDiff ℝ 1 f) (hg : ContDiff ℝ 1 g) :
    overlap L f (momentum g) - overlap L (momentum f) g
      = -I * (conj (f L) * g L - conj (f 0) * g 0) := by
  have hf' : Continuous (deriv f) := hf.continuous_deriv (by simp)
  have hg' : Continuous (deriv g) := hg.continuous_deriv (by simp)
  have hPf : Continuous (momentum f) := continuous_const.mul hf'
  have hPg : Continuous (momentum g) := continuous_const.mul hg'
  have hcf : Continuous (fun x => conj (f x)) := Complex.continuous_conj.comp hf.continuous
  have hcf' : Continuous (fun x => conj (deriv f x)) := Complex.continuous_conj.comp hf'
  have hcPf : Continuous (fun x => conj (momentum f x)) := Complex.continuous_conj.comp hPf
  -- the product rule for the density `conj f * g`
  have hd : ∀ x, HasDerivAt (fun y => conj (f y) * g y)
      (conj (deriv f x) * g x + conj (f x) * deriv g x) x := by
    intro x
    have h1 : HasDerivAt (fun y => conj (f y)) (conj (deriv f x)) x :=
      ((hf.differentiable (by simp)) x).hasDerivAt.star
    exact h1.fun_mul ((hg.differentiable (by simp)) x).hasDerivAt
  -- the fundamental theorem of calculus
  have hftc := intervalIntegral.integral_eq_sub_of_hasDerivAt (a := 0) (b := L)
    (fun x _ => hd x)
    (((hcf'.mul hg.continuous).add (hcf.mul hg')).intervalIntegrable _ _)
  rw [← hftc, ← intervalIntegral.integral_const_mul]
  unfold overlap
  have i1 : IntervalIntegrable (fun x => conj (f x) * momentum g x)
      MeasureTheory.volume 0 L := (hcf.mul hPg).intervalIntegrable _ _
  have i2 : IntervalIntegrable (fun x => conj (momentum f x) * g x)
      MeasureTheory.volume 0 L := (hcPf.mul hg.continuous).intervalIntegrable _ _
  rw [← intervalIntegral.integral_sub i1 i2]
  congr 1
  funext x
  simp only [momentum, map_mul, map_neg, Complex.conj_I]
  ring
```

If both functions obey the twist with the same $\theta$, then
$$\overline{f(L)}\,g(L)=\overline{e^{i\theta}}\,e^{i\theta}\,\overline{f(0)}\,g(0)=\overline{f(0)}\,g(0).$$
The boundary term vanishes and $\langle f,Pg\rangle=\langle Pf,g\rangle$. The final `linear_combination` inserts the phase identity at this point.

```lean
/-- The momentum operator is symmetric on continuously differentiable wavefunctions that obey
the same twisted boundary condition. -/
theorem momentum_symmetric {L θ : ℝ} {f g : ℝ → ℂ} (hf : ContDiff ℝ 1 f)
    (hg : ContDiff ℝ 1 g) (hfT : IsTwisted L θ f) (hgT : IsTwisted L θ g) :
    overlap L f (momentum g) = overlap L (momentum f) g := by
  unfold IsTwisted at hfT hgT
  apply sub_eq_zero.mp
  rw [boundary_term L hf hg, hfT, hgT, map_mul]
  -- the two phases cancel
  linear_combination (-I * conj (f 0) * g 0) * phase_unitary θ
```

## Which plane waves fit

Plane waves are smooth enough for the symmetry theorem.

```lean
/-- Plane waves are continuously differentiable. -/
theorem planeWave_contDiff (p : ℂ) : ContDiff ℝ 1 (planeWave p) := by
  have h : ContDiff ℝ 1 (fun x : ℝ => (x : ℂ)) := Complex.ofRealCLM.contDiff
  exact (contDiff_const.mul h).cexp
```

Differentiation gives $Pe_p=-i\,(ip)\,e_p=p\,e_p$.

```lean
/-- The momentum operator multiplies the plane wave `exp(ipx)` by `p`. -/
theorem momentum_planeWave (p : ℂ) :
    momentum (planeWave p) = fun x => p * planeWave p x := by
  funext x
  have h : HasDerivAt (fun y : ℝ => I * p * (y : ℂ)) (I * p) x := by
    simpa using (hasDerivAt_id x).ofReal_comp.const_mul (I * p)
  have hd : HasDerivAt (planeWave p) (planeWave p x * (I * p)) x := h.cexp
  simp only [momentum, hd.deriv]
  linear_combination (-(p * planeWave p x)) * Complex.I_sq
```

Because $e_p(0)=1$, the twist reads $e^{ipL}=e^{i\theta}$. Two exponentials agree exactly when their exponents differ by a multiple of $2\pi i$, so $ipL=i\theta+2\pi i n$ for some integer $n$. Cancelling $i$ leaves
$$pL=\theta+2\pi n .$$
The two bullets in the proof cancel and restore this factor.

```lean
/-- Momentum quantization: `exp(ipx)` with complex `p` obeys the twisted boundary condition
exactly when `pL = θ + 2πn` for some integer `n`. -/
theorem planeWave_twisted_iff (L θ : ℝ) (p : ℂ) :
    IsTwisted L θ (planeWave p) ↔ ∃ n : ℤ, p * L = θ + 2 * Real.pi * n := by
  have h0 : planeWave p 0 = 1 := by simp [planeWave]
  rw [IsTwisted, h0, mul_one, planeWave, Complex.exp_eq_exp_iff_exists_int]
  refine exists_congr fun n => ⟨fun h => ?_, fun h => ?_⟩
  · apply mul_left_cancel₀ Complex.I_ne_zero
    linear_combination h
  · linear_combination I * h
```

For $L>0$ we may divide: $p=(\theta+2\pi n)/L$, which is real. The proof writes $p$ as a real number viewed as a complex one, whose imaginary part is zero.

```lean
/-- On an interval of positive length, a plane wave that obeys the twisted boundary condition
has real momentum. -/
theorem allowed_momentum_real {L θ : ℝ} (hL : 0 < L) {p : ℂ}
    (hp : IsTwisted L θ (planeWave p)) : p.im = 0 := by
  obtain ⟨n, hn⟩ := (planeWave_twisted_iff L θ p).mp hp
  have hL' : (L : ℂ) ≠ 0 := Complex.ofReal_ne_zero.mpr hL.ne'
  have h : p = (((θ + 2 * Real.pi * n) / L : ℝ) : ℂ) := by
    push_cast
    rw [eq_div_iff hL']
    exact hn
  rw [h]
  exact Complex.ofReal_im _
```

Let $p\neq q$ be two allowed momenta. Symmetry and the reality of $p$ give
$$q\,\langle e_p,e_q\rangle=\langle e_p,Pe_q\rangle=\langle Pe_p,e_q\rangle=p\,\langle e_p,e_q\rangle ,$$
so $(q-p)\langle e_p,e_q\rangle=0$ and the overlap vanishes. In the code `h1` and `h2` pull the momenta out of the integrals, and `h3` is the factored equation.

```lean
/-- On an interval of positive length, plane waves with different momenta that obey the same
twisted boundary condition are orthogonal. -/
theorem planeWave_orthogonal {L θ : ℝ} (hL : 0 < L) {p q : ℂ} (hpq : p ≠ q)
    (hp : IsTwisted L θ (planeWave p)) (hq : IsTwisted L θ (planeWave q)) :
    overlap L (planeWave p) (planeWave q) = 0 := by
  have hreal : conj p = p := Complex.conj_eq_iff_im.mpr (allowed_momentum_real hL hp)
  have hs := momentum_symmetric (planeWave_contDiff p) (planeWave_contDiff q) hp hq
  rw [momentum_planeWave, momentum_planeWave] at hs
  have h1 : overlap L (planeWave p) (fun x => q * planeWave q x)
      = q * overlap L (planeWave p) (planeWave q) := by
    unfold overlap
    rw [← intervalIntegral.integral_const_mul]
    congr 1
    funext x
    ring
  have h2 : overlap L (fun x => p * planeWave p x) (planeWave q)
      = p * overlap L (planeWave p) (planeWave q) := by
    unfold overlap
    rw [← intervalIntegral.integral_const_mul]
    congr 1
    funext x
    rw [map_mul, hreal]
    ring
  rw [h1, h2] at hs
  -- the same overlap is multiplied by two different momenta
  have h3 : (q - p) * overlap L (planeWave p) (planeWave q) = 0 := by
    linear_combination hs
  exact (mul_eq_zero.mp h3).resolve_left (sub_ne_zero.mpr hpq.symm)
```

## No untwisted continuously differentiable function can be added

Let $L>0$, and suppose a continuously differentiable $g$ satisfies $\langle f,Pg\rangle=\langle Pf,g\rangle$ for every continuously differentiable $f$ that obeys the twist. Take $f(x)=e^{i\theta x/L}$, the allowed wave with $n=0$, for which $f(0)=1$ and $f(L)=e^{i\theta}$. The boundary formula becomes
$$0=-i\left(e^{-i\theta}g(L)-g(0)\right).$$
Multiplying by $e^{i\theta}$ after removing $-i$ gives $g(L)=e^{i\theta}g(0)$. Hence adding any untwisted $g$ of this class to the domain would destroy the symmetry. The other direction of the equivalence is the symmetry theorem itself.

```lean
/-- On an interval of positive length, a continuously differentiable `g` obeys the twisted
boundary condition exactly when `⟨f, -i g'⟩ = ⟨-i f', g⟩` for every continuously differentiable
`f` that obeys it. -/
theorem twisted_iff_symmetric {L θ : ℝ} (hL : 0 < L) {g : ℝ → ℂ} (hg : ContDiff ℝ 1 g) :
    IsTwisted L θ g ↔ ∀ f : ℝ → ℂ, ContDiff ℝ 1 f → IsTwisted L θ f →
      overlap L f (momentum g) = overlap L (momentum f) g := by
  refine ⟨fun hgT f hf hfT => momentum_symmetric hf hg hfT hgT, fun h => ?_⟩
  have hL' : (L : ℂ) ≠ 0 := Complex.ofReal_ne_zero.mpr hL.ne'
  -- test with the plane wave of momentum `θ / L`
  have hT : IsTwisted L θ (planeWave (θ / L)) :=
    (planeWave_twisted_iff L θ _).mpr ⟨0, by simp [hL']⟩
  have h0 : planeWave (θ / L) 0 = 1 := by simp [planeWave]
  have hfL : planeWave (θ / L) L = Complex.exp (I * θ) := by
    have h1 := hT
    rwa [IsTwisted, h0, mul_one] at h1
  have b := boundary_term L (planeWave_contDiff (θ / L)) hg
  rw [h _ (planeWave_contDiff _) hT, sub_self, hfL, h0, map_one] at b
  have b' := (mul_eq_zero.mp b.symm).resolve_left (neg_ne_zero.mpr Complex.I_ne_zero)
  unfold IsTwisted
  linear_combination Complex.exp (I * θ) * b' - g L * phase_unitary θ

end

end TwistedMomentum
```

```lean
#print axioms TwistedMomentum.allowed_momentum_real
#print axioms TwistedMomentum.planeWave_orthogonal
#print axioms TwistedMomentum.twisted_iff_symmetric
```

```
'TwistedMomentum.allowed_momentum_real' depends on axioms: [propext, Classical.choice, Quot.sound]
'TwistedMomentum.planeWave_orthogonal' depends on axioms: [propext, Classical.choice, Quot.sound]
'TwistedMomentum.twisted_iff_symmetric' depends on axioms: [propext, Classical.choice, Quot.sound]
```

For a particle on the interval, an observable such as momentum is represented by a self-adjoint operator in the space of square-integrable functions. The passage to it from symmetry on continuously differentiable functions is a separate step, which enlarges the domain to all square-integrable functions that have a square-integrable weak derivative and obey the same twist.
